# The cyclic axis map normalises Pbca; exchanging two axes does not, whatever the origin shift

In a Pbca crystal, one glide sends the fractional coordinates $(x,y,z)$ to $(-x+\tfrac12,\,y+\tfrac12,\,z)$. Exchange the names of the first two axes and it becomes $(x+\tfrac12,\,-y+\tfrac12,\,z)$. The glide of Pbca that reverses $y$ is $(x,\,-y+\tfrac12,\,z+\tfrac12)$. The two differ by a translation of $(\tfrac12,0,-\tfrac12)$, which is not a lattice vector, so the renamed glide is not in the group. Under the cyclic map $(x,y,z)\mapsto(z,x,y)$, the first glide becomes exactly the second.

The problem is to decide which renamings of the axes, combined with a shift of origin, leave the group as it was. For the input of an electronic-structure calculation, this says when the list of Pbca operations in fractional coordinates can be kept, up to lattice translations, after such a change. The fractional coordinates of the atoms must be changed by the same map, shift included, and the cell lengths must be permuted with the axes.

```lean
import Mathlib

namespace PbcaAxisPermutations

noncomputable section
```

The axes $x,y,z$ are numbered $0,1,2$, and axis arithmetic is modulo 3, so the predecessor of axis 0 is axis 2. A Boolean function `f` marks the reversed axes. Write $\varepsilon_j=1$ if axis $j$ is reversed and $\varepsilon_j=0$ if not; its sign is then $1-2\varepsilon_j$.

```lean
/-- The number 1 for a reversed axis and 0 for an axis that keeps its direction. -/
def flag (b : Bool) : ℤ := if b then 1 else 0
```

## (a) Arithmetic of reversals

**Task.** For flags $a,b\in\{0,1\}$, show that $a^2=a$ and that two successive reversals have the combined flag $a+b-2ab$.

**Solution.** The first claim holds for 0 and for 1. For the second, multiply the signs: $(1-2a)(1-2b)=1-2(a+b-2ab)$. The combined flag is the exclusive or, `Bool.xor`, and Lean checks each case.

```lean
/-- Arithmetic of reversals: a flag equals its square, and the exclusive or of `a` and `b` has the
flag `a + b - 2ab`, written in terms of their flags. -/
theorem flag_rules : (∀ a, (flag a : ℝ) ^ 2 = flag a) ∧
    ∀ a b, (flag (Bool.xor a b) : ℝ) = flag a + flag b - 2 * flag a * flag b := by
  constructor
  · intro a
    cases a <;> simp [flag]
  · intro a b
    cases a <;> cases b <;> norm_num [flag]
```

## Operations, group and axis maps

An operation `symOp f t` sends $x_j$ to $(1-2\varepsilon_j)x_j+t_j$. It is a bijection of $\mathbb R^3$ because the square of each sign is 1.

```lean
/-- The operation that reverses the axes marked `true` in `f` and then shifts by `t`:
each coordinate `x j` goes to `± x j + t j`. -/
def symOp (f : Fin 3 → Bool) (t : Fin 3 → ℝ) : Equiv.Perm (Fin 3 → ℝ) where
  toFun x j := (1 - 2 * (flag (f j) : ℝ)) * x j + t j
  invFun x j := (1 - 2 * (flag (f j) : ℝ)) * (x j - t j)
  left_inv x := by
    funext j
    show (1 - 2 * (flag (f j) : ℝ)) * ((1 - 2 * (flag (f j) : ℝ)) * x j + t j - t j) = x j
    linear_combination (4 * x j) * flag_rules.1 (f j)
  right_inv x := by
    funext j
    show (1 - 2 * (flag (f j) : ℝ)) * ((1 - 2 * (flag (f j) : ℝ)) * (x j - t j)) + t j = x j
    linear_combination (4 * (x j - t j)) * flag_rules.1 (f j)
```

The inversion and the three glides follow. The last letter of each glide's name gives the direction of its glide translation, which is the part of the shift parallel to the mirror plane, not the axis it reverses. The other half in the shift, along the reversed axis, only places the plane.

```lean
/-- The inversion (-x, -y, -z). -/
def inversion := symOp (fun _ => true) 0

/-- The glide (-x+1/2, y+1/2, z). -/
def glideB := symOp ![true, false, false] ![1/2, 1/2, 0]

/-- The glide (x, -y+1/2, z+1/2). -/
def glideC := symOp ![false, true, false] ![0, 1/2, 1/2]

/-- The glide (x+1/2, y, -z+1/2). -/
def glideA := symOp ![false, false, true] ![1/2, 0, 1/2]
```

With the integer translations, they generate the group: `Subgroup.closure` is the smallest subgroup containing them.

```lean
/-- The integer translations, the inversion and the three glides. -/
def generators : Set (Equiv.Perm (Fin 3 → ℝ)) :=
  {g | ∃ n : Fin 3 → ℤ, g = symOp (fun _ => false) (fun j => (n j : ℝ))} ∪
    {inversion, glideB, glideC, glideA}

/-- The space group Pbca, generated by its translations, inversion and glides. -/
def Pbca : Subgroup (Equiv.Perm (Fin 3 → ℝ)) := Subgroup.closure generators
```

Define also $d_j(f)=(\varepsilon_j+\varepsilon_{j-1})/2$, called `offset`.

```lean
/-- Half the number of reversed axes among axis `j` and its cyclic predecessor. -/
def offset (f : Fin 3 → Bool) (j : Fin 3) : ℝ := (flag (f j) + flag (f (j - 1))) / 2
```

An axis map takes a permutation $\pi$ and a real vector $s$, and puts $x_{\pi(j)}+s_j$ in place $j$. Maps that also reverse or mix axes are left aside.

```lean
/-- The map that puts coordinate `π j` in place `j` and then shifts by `s`. -/
def axisMap (π : Equiv.Perm (Fin 3)) (s : Fin 3 → ℝ) : Equiv.Perm (Fin 3 → ℝ) where
  toFun x j := x (π j) + s j
  invFun x j := x (π.symm j) - s (π.symm j)
  left_inv x := by funext j; simp
  right_inv x := by funext j; simp
```

A map $\sigma$ normalises the group $G$ when $g\in G$ is equivalent to $\sigma g\sigma^{-1}\in G$, that is, $\sigma G\sigma^{-1}=G$. In products, the right-hand factor acts first.

```lean
/-- A map normalises Pbca when an operation belongs to the group exactly if its
conjugate by the map does. -/
def Normalises (σ : Equiv.Perm (Fin 3 → ℝ)) : Prop :=
  ∀ g, g ∈ Pbca ↔ σ * g * σ⁻¹ ∈ Pbca
```

## (b) Composing two operations

**Task.** Show that `symOp f t * symOp f' t'` reverses the axes marked in exactly one of `f`, `f'`, and has the shift
$$(1-2\varepsilon_j)t'_j+t_j .$$

**Solution.** Substitute, with $\varepsilon'_j$ the flags of `f'`: $(1-2\varepsilon_j)\big[(1-2\varepsilon'_j)x_j+t'_j\big]+t_j$. Part (a) combines the signs, and `ring` compares the results.

```lean
/-- Composition of two operations: reversals combine by exclusive or. The shift of the operation
that acts first is reversed along the axes that the other one reverses, and the other one's shift is
then added. -/
theorem symOp_mul (f f' : Fin 3 → Bool) (t t' : Fin 3 → ℝ) :
    symOp f t * symOp f' t' = symOp (fun j => Bool.xor (f j) (f' j))
      (fun j => (1 - 2 * (flag (f j) : ℝ)) * t' j + t j) := by
  refine Equiv.ext fun x => funext fun j => ?_
  simp only [Equiv.Perm.mul_apply, symOp, Equiv.coe_fn_mk, flag_rules.2]
  ring
```

## (c) Reading off reversals and shift

**Task.** Show that if two operations are equal, then $f=f'$ and $t=t'$.

**Solution.** The image of the origin is $t$. The image of $(1,1,1)$ has coordinates $1-2\varepsilon_j+t_j$, which then gives $\varepsilon_j$. Lean evaluates at the same two points.

```lean
/-- An operation determines its reversed axes and its shift. -/
theorem symOp_inj {f f' : Fin 3 → Bool} {t t' : Fin 3 → ℝ}
    (h : symOp f t = symOp f' t') : f = f' ∧ t = t' := by
  -- the image of the origin gives the shift
  have h0 : ∀ j, t j = t' j := fun j => by
    have := congrFun (congrArg (fun g : Equiv.Perm (Fin 3 → ℝ) => g 0) h) j
    simpa [symOp] using this
  refine ⟨funext fun j => ?_, funext h0⟩
  have h1 := congrFun (congrArg (fun g : Equiv.Perm (Fin 3 → ℝ) => g (fun _ => 1)) h) j
  simp only [symOp, Equiv.coe_fn_mk] at h1
  have e : (flag (f j) : ℝ) = flag (f' j) := by linarith [h0 j]
  revert e
  cases f j <;> cases f' j <;> simp [flag]
```

## (d) All elements of Pbca

**Task.** Show that the elements of Pbca are exactly the maps
$$x_j\mapsto(1-2\varepsilon_j)x_j+n_j+\tfrac12(\varepsilon_j+\varepsilon_{j-1}),$$
with any flags and any integers $n_j$.

**Solution.** The generators have this form: $n=0$ for the glides, $n_j=-1$ for the inversion, and no reversals for the translations. By (b), a product has it too, with the integer
$$(1-2\varepsilon_j)n'_j+n_j+\varepsilon'_{j-1}(\varepsilon_{j-1}-\varepsilon_j).$$
An inverse has the same flags and the integer $-(1-2\varepsilon_j)n_j-\varepsilon_{j-1}(1-\varepsilon_j)$. `Subgroup.closure_induction` runs through these cases.

Conversely, apply `glideA` if axis 2 is reversed, then `glideC` if axis 1 is, then `glideB` if axis 0 is. The shift along axis 0 comes out as $\tfrac12(\varepsilon_0+\varepsilon_2)-\varepsilon_0\varepsilon_2$; the other two are $d_1$ and $d_2$. A final translation by $(n_0+\varepsilon_0\varepsilon_2,\,n_1,\,n_2)$ gives the required map. This factorisation is `key` in the code.

```lean
/-- The elements of Pbca: any set of axes may be reversed, and the shift along each axis
is an integer plus half the number of reversed axes among it and its predecessor. -/
theorem mem_pbca_iff (g : Equiv.Perm (Fin 3 → ℝ)) : g ∈ Pbca ↔
    ∃ (f : Fin 3 → Bool) (n : Fin 3 → ℤ), g = symOp f (fun j => n j + offset f j) := by
  have ext3 : ∀ {u v : Fin 3 → ℝ}, u 0 = v 0 → u 1 = v 1 → u 2 = v 2 → u = v := by
    intro u v h0 h1 h2
    funext j
    fin_cases j
    exacts [h0, h1, h2]
  have ov : ∀ f, offset f 0 = (flag (f 0) + flag (f 2)) / 2 ∧
      offset f 1 = (flag (f 1) + flag (f 0)) / 2 ∧
      offset f 2 = (flag (f 2) + flag (f 1)) / 2 := fun f => ⟨rfl, rfl, rfl⟩
  constructor
  · intro h
    change g ∈ Subgroup.closure generators at h
    induction h using Subgroup.closure_induction with
    | mem g hg =>
      rcases hg with ⟨n, rfl⟩ | rfl | rfl | rfl | rfl
      · refine ⟨fun _ => false, n, ?_⟩
        congr 1
        funext j
        simp [offset, flag]
      · refine ⟨fun _ => true, fun _ => -1, ?_⟩
        unfold inversion
        congr 1
        funext j
        norm_num [offset, flag]
      · refine ⟨![true, false, false], 0, ?_⟩
        unfold glideB
        congr 1
        refine ext3 ?_ ?_ ?_ <;> simp [ov, flag]
      · refine ⟨![false, true, false], 0, ?_⟩
        unfold glideC
        congr 1
        refine ext3 ?_ ?_ ?_ <;> simp [ov, flag]
      · refine ⟨![false, false, true], 0, ?_⟩
        unfold glideA
        congr 1
        refine ext3 ?_ ?_ ?_ <;> simp [ov, flag]
    | one =>
      exact ⟨fun _ => false, 0, Equiv.ext fun x => funext fun j => by
        simp [symOp, offset, flag]⟩
    | mul a b _ _ ha hb =>
      obtain ⟨f, n, rfl⟩ := ha
      obtain ⟨f', n', rfl⟩ := hb
      refine ⟨fun j => Bool.xor (f j) (f' j), fun j => (1 - 2 * flag (f j)) * n' j + n j
        + flag (f' (j - 1)) * (flag (f (j - 1)) - flag (f j)), ?_⟩
      rw [symOp_mul]
      congr 1
      funext j
      simp only [offset, flag_rules.2]
      push_cast
      ring
    | inv a _ ha =>
      obtain ⟨f, n, rfl⟩ := ha
      refine ⟨f, fun j => -(1 - 2 * flag (f j)) * n j
        - flag (f (j - 1)) * (1 - flag (f j)), ?_⟩
      apply inv_eq_of_mul_eq_one_right
      refine Equiv.ext fun x => funext fun j => ?_
      simp only [Equiv.Perm.mul_apply, Equiv.Perm.one_apply, symOp, Equiv.coe_fn_mk, offset]
      push_cast
      linear_combination (4 * x j - 4 * (n j : ℝ) - 1 - 2 * (flag (f (j - 1)) : ℝ)) *
        flag_rules.1 (f j)
  · rintro ⟨f, n, rfl⟩
    -- one glide for each reversed axis, followed by a lattice translation
    have sa : ∀ f t x j, symOp f t x j = (1 - 2 * (flag (f j) : ℝ)) * x j + t j :=
      fun _ _ _ _ => rfl
    have ft : flag true = 1 := rfl
    have ff : flag false = 0 := rfl
    have act : ∀ (b : Bool) (f : Fin 3 → Bool) (t x : Fin 3 → ℝ) (j : Fin 3),
        (if b then symOp f t else 1) x j =
          x j + (flag b : ℝ) * (t j - 2 * (flag (f j) : ℝ) * x j) := by
      intro b f t x j
      cases b
      · simp [ff]
      · show (1 - 2 * (flag (f j) : ℝ)) * x j + t j = _
        rw [ft]
        push_cast
        ring
    obtain ⟨m, m0, m1, m2⟩ : ∃ m : Fin 3 → ℤ,
        m 0 = n 0 + flag (f 0) * flag (f 2) ∧ m 1 = n 1 ∧ m 2 = n 2 :=
      ⟨![n 0 + flag (f 0) * flag (f 2), n 1, n 2], rfl, rfl, rfl⟩
    have key : symOp f (fun j => n j + offset f j) =
        symOp (fun _ => false) (fun j => (m j : ℝ)) *
        (if f 0 then glideB else 1) * (if f 1 then glideC else 1) *
        (if f 2 then glideA else 1) := by
      refine Equiv.ext fun x => ext3 ?_ ?_ ?_ <;>
      · simp only [Equiv.Perm.mul_apply, glideA, glideB, glideC, act, sa, ov, m0, m1, m2,
          Matrix.cons_val_zero, Matrix.cons_val_one, Matrix.cons_val, ft, ff]
        push_cast
        ring
    have hi : ∀ (b : Bool) (g : Equiv.Perm (Fin 3 → ℝ)), g ∈ generators →
        (if b then g else 1) ∈ Pbca := by
      intro b g hg
      split_ifs
      · exact Subgroup.subset_closure hg
      · exact Pbca.one_mem
    rw [key]
    exact Pbca.mul_mem (Pbca.mul_mem (Pbca.mul_mem
      (Subgroup.subset_closure (Or.inl ⟨_, rfl⟩))
      (hi _ _ (by simp [generators]))) (hi _ _ (by simp [generators])))
      (hi _ _ (by simp [generators]))
```

## (e) Conjugation by an axis map

**Task.** Show that conjugating `symOp f t` by the axis map gives flags $\varepsilon_{\pi(j)}$ and shift
$$t'_j=t_{\pi(j)}+2\varepsilon_{\pi(j)}s_j .$$

**Solution.** Solve $\sigma g=g'\sigma$ in place $j$:
$$(1-2\varepsilon_{\pi(j)})x_{\pi(j)}+t_{\pi(j)}+s_j=(1-2\varepsilon_{\pi(j)})(x_{\pi(j)}+s_j)+t'_j .$$

**In numbers.** Conjugate `glideB` by $(x,y,z)\mapsto(y,x,z)+(0.1,0.2,0.3)$. The formula gives $(x+0.5,\,-y+0.9,\,z)$, which sends $(0.3,0.5,0.7)$ to $(0.8,0.4,0.7)$. Step by step, the inverse axis map gives $(0.3,0.2,0.4)$, the glide $(0.2,0.7,0.4)$, and the axis map $(0.8,0.4,0.7)$.

Lean also removes the inverse first, with `mul_inv_eq_iff_eq_mul`.

```lean
/-- Conjugation by an axis permutation with shift `s` relabels the axes of an operation
and adds `2 s j` to its shift along each reversed axis. -/
theorem conj_symOp (π : Equiv.Perm (Fin 3)) (s t : Fin 3 → ℝ) (f : Fin 3 → Bool) :
    axisMap π s * symOp f t * (axisMap π s)⁻¹ =
      symOp (fun j => f (π j)) (fun j => t (π j) + 2 * flag (f (π j)) * s j) := by
  rw [mul_inv_eq_iff_eq_mul]
  refine Equiv.ext fun x => funext fun j => ?_
  simp only [Equiv.Perm.mul_apply, symOp, axisMap, Equiv.coe_fn_mk]
  ring
```

## (f) A sufficient condition for staying in the group

**Task.** Suppose that $\pi(j-1)=\pi(j)-1$ and $2s_j=m_j\in\mathbb Z$ for all $j$. Show that $g\in G$ implies $\sigma g\sigma^{-1}\in G$.

**Solution.** By (d) and (e), the new shift is
$$n_{\pi(j)}+\varepsilon_{\pi(j)}m_j+\tfrac12(\varepsilon_{\pi(j)}+\varepsilon_{\pi(j)-1}).$$
Since $\pi(j)-1=\pi(j-1)$, the last term is the offset that the new flags require. The rest is an integer.

```lean
/-- If the permutation keeps the cyclic order of the axes and twice the shift is an
integer vector, conjugation carries operations of Pbca to operations of Pbca. -/
theorem conj_mem {π : Equiv.Perm (Fin 3)} {s : Fin 3 → ℝ}
    (hπ : ∀ j, π (j - 1) = π j - 1) (hs : ∀ j, ∃ m : ℤ, 2 * s j = m)
    {g : Equiv.Perm (Fin 3 → ℝ)} (hg : g ∈ Pbca) :
    axisMap π s * g * (axisMap π s)⁻¹ ∈ Pbca := by
  choose m hm using hs
  obtain ⟨f, n, rfl⟩ := (mem_pbca_iff g).1 hg
  rw [conj_symOp, mem_pbca_iff]
  refine ⟨fun j => f (π j), fun j => n (π j) + flag (f (π j)) * m j, ?_⟩
  congr 1
  funext j
  simp only [offset, hπ]
  push_cast
  linear_combination (flag (f (π j)) : ℝ) * hm j
```

## (g) The exact condition

**Task.** Show that the axis map normalises Pbca if and only if
$$\pi(j-1)=\pi(j)-1\quad\text{and}\quad 2s_j\in\mathbb Z\quad\text{for all }j.$$

**Solution.** Suppose that it normalises, and conjugate an element with $n=0$. By (c) and (d), some integer $m$ satisfies
$$\tfrac12\varepsilon_{\pi(j)-1}+2\varepsilon_{\pi(j)}s_j=m+\tfrac12\varepsilon_{\pi(j-1)} .$$
Reverse only axis $\pi(j)-1$. If $\pi(j-1)$ were a different axis, this would read $\tfrac12=m$, which `omega` refutes in the form $2m=1$. Now reverse all three axes: $2s_j=m$.

Conversely, (f) gives one direction of the equivalence. The inverse map has permutation $\pi^{-1}$ and shift $-s_{\pi^{-1}(j)}$, which satisfy the same conditions, so (f) applied to it gives the other.

```lean
/-- An axis permutation with a real shift normalises Pbca exactly when it keeps the cyclic
order of the axes and twice the shift is an integer vector. -/
theorem normalises_iff (π : Equiv.Perm (Fin 3)) (s : Fin 3 → ℝ) :
    Normalises (axisMap π s) ↔
      (∀ j, π (j - 1) = π j - 1) ∧ ∀ j, ∃ m : ℤ, 2 * s j = m := by
  constructor
  · intro h
    -- compare the shift of a conjugate with the shift that the group allows
    have key : ∀ (f : Fin 3 → Bool) (j : Fin 3), ∃ m : ℤ,
        offset f (π j) + 2 * flag (f (π j)) * s j = m + offset (fun i => f (π i)) j := by
      intro f j
      have hg := (h _).1 ((mem_pbca_iff _).2 ⟨f, 0, rfl⟩)
      rw [conj_symOp] at hg
      obtain ⟨f', n, e⟩ := (mem_pbca_iff _).1 hg
      obtain ⟨hf, ht⟩ := symOp_inj e
      subst hf
      have := congrFun ht j
      simp only [Pi.zero_apply, Int.cast_zero, zero_add] at this
      exact ⟨n j, this⟩
    refine ⟨fun j => ?_, fun j => ?_⟩
    · -- reverse only the predecessor of axis `π j`
      obtain ⟨m, hm⟩ := key (fun i => decide (i = π j - 1)) j
      have hne : π j ≠ π j - 1 := by
        generalize π j = k
        revert k
        decide
      by_contra hc
      simp only [offset, flag, decide_eq_true_eq, hne, hc, if_true, if_false] at hm
      push_cast at hm
      have h2 : (2 * m : ℝ) = 1 := by linarith
      have h3 : 2 * m = 1 := by exact_mod_cast h2
      omega
    · -- reverse all three axes
      obtain ⟨m, hm⟩ := key (fun _ => true) j
      refine ⟨m, ?_⟩
      simp only [offset, flag, if_true] at hm
      push_cast at hm
      linarith
  · rintro ⟨hπ, hs⟩ g
    refine ⟨conj_mem hπ hs, fun h => ?_⟩
    -- the inverse map satisfies the same two conditions
    have hinv : (axisMap π s)⁻¹ = axisMap π.symm (fun j => -s (π.symm j)) :=
      Equiv.ext fun x => funext fun j => sub_eq_add_neg _ _
    have hs' : ∀ j, ∃ m : ℤ, 2 * (-s (π.symm j)) = m := fun j => by
      obtain ⟨m, hm⟩ := hs (π.symm j)
      exact ⟨-m, by push_cast; linarith⟩
    have h' := conj_mem (π := π.symm) (s := fun j => -s (π.symm j))
      (fun j => π.injective (by simp [hπ])) hs' h
    rw [← hinv] at h'
    simpa [mul_assoc] using h'
```

## (h) The cyclic map

**Task.** Show that $\sigma(x,y,z)=(z,x,y)$ normalises Pbca.

**Solution.** Here $\pi(j)=j-1$ and $s=0$. Both $\pi(j-1)$ and $\pi(j)-1$ equal $j-2$, so (g) applies. The hypothesis `hσ` gives the map by its coordinates; the proof identifies it with an axis map.

```lean
/-- The cyclic map (x, y, z) to (z, x, y) normalises Pbca. -/
theorem cyclic_normalises (σ : Equiv.Perm (Fin 3 → ℝ))
    (hσ : ∀ x, σ x = ![x 2, x 0, x 1]) : Normalises σ := by
  have e : σ = axisMap (Equiv.subRight 1) 0 := by
    refine Equiv.ext fun x => ?_
    rw [hσ]
    funext j
    fin_cases j
    exacts [(add_zero (x 2)).symm, (add_zero (x 0)).symm, (add_zero (x 1)).symm]
  rw [e, normalises_iff]
  exact ⟨fun j => rfl, fun j => ⟨0, by simp⟩⟩
```

## (i) The exchange of two axes

**Task.** Show that $\sigma(x,y,z)=(y,x,z)+s$ does not normalise Pbca for any $s\in\mathbb R^3$.

**Solution.** Now $\pi$ swaps 0 and 1. At $j=0$, $\pi(j-1)=\pi(2)=2$, but $\pi(j)-1=1-1=0$. The condition on cyclic order fails, and it does not involve $s$. Lean settles this comparison by `decide`.

```lean
/-- The exchange (x, y, z) to (y, x, z) + s normalises Pbca for no real shift s. -/
theorem exchange_not_normalises (s : Fin 3 → ℝ) (σ : Equiv.Perm (Fin 3 → ℝ))
    (hσ : ∀ x, σ x = ![x 1, x 0, x 2] + s) : ¬ Normalises σ := by
  have e : σ = axisMap (Equiv.swap 0 1) s := by
    refine Equiv.ext fun x => ?_
    rw [hσ]
    funext j
    fin_cases j
    exacts [rfl, rfl, rfl]
  rw [e, normalises_iff]
  rintro ⟨h, _⟩
  exact absurd (h 0) (by decide)

end

end PbcaAxisPermutations
```

```lean
#print axioms PbcaAxisPermutations.cyclic_normalises
#print axioms PbcaAxisPermutations.exchange_not_normalises
```

```
'PbcaAxisPermutations.cyclic_normalises' depends on axioms: [propext, Classical.choice, Quot.sound]
'PbcaAxisPermutations.exchange_not_normalises' depends on axioms: [propext, Classical.choice, Quot.sound]
```
